# For differentiable orbitals on a line, τ − j²/(2n) is unchanged by a common differentiable phase and is at least n′²/(8n) where n > 0

## Can subtracting the current term break the von Weizsäcker bound?

When I multiply all my orbitals \(\psi_i\) by the same factor \(e^{i\chi(x)}\), the kinetic energy density \(\tau=\tfrac12\sum_i|\psi_i'|^2\) can change, but \(\tau-j^2/(2n)\) does not. Here \(n=\sum_i|\psi_i|^2\) and \(j=\sum_i\mathrm{Im}(\psi_i^*\psi_i')\). I know that \(\tau\ge n'^2/(8n)\), and an iso-orbital indicator relies on that. But I have now subtracted something nonnegative from \(\tau\). Why should the corrected quantity still respect the bound?

## The bound survives because τ contains both terms separately

For finitely many complex orbitals and a real phase \(\chi\), all differentiable at a point where \(n>0\), the common phase sends \(j\) to \(j+\chi' n\) and leaves \(D=\tau-j^2/(2n)\) unchanged, and \(D\ge n'^2/(8n)\). The density gradient and the current each claim their own share of \(\tau\), so removing one share leaves the other intact.

**Invariance.** Write \(\tilde\psi_i=e^{i\chi}\psi_i\), with tildes for all transformed quantities. The product rule gives \(\tilde\psi_i'=e^{i\chi}(\psi_i'+i\chi'\psi_i)\). The phase has modulus one, so \(\tilde n=n\) and

\[
\tilde\psi_i^*\tilde\psi_i'=\psi_i^*\psi_i'+i\chi'|\psi_i|^2,\qquad
|\tilde\psi_i'|^2=|\psi_i'|^2+2\chi'\,\mathrm{Im}(\psi_i^*\psi_i')+\chi'^2|\psi_i|^2 .
\]

Summing over \(i\),

\[
\tilde j=j+\chi' n,\qquad \tilde\tau=\tau+\chi' j+\tfrac12\chi'^2 n .
\]

Since \((j+\chi' n)^2/(2n)=j^2/(2n)+\chi' j+\tfrac12\chi'^2n\), the extra terms cancel in \(D\).

**Bound.** Differentiating the density gives \(n'=2\sum_i\mathrm{Re}(\psi_i^*\psi_i')\). Set \(a=n'/(2n)\) and \(u=j/n\). Then

\[
\begin{aligned}
\sum_i|\psi_i'-(a+iu)\psi_i|^2
&=2\tau-2a\sum_i\mathrm{Re}(\psi_i^*\psi_i')-2u\sum_i\mathrm{Im}(\psi_i^*\psi_i')+(a^2+u^2)n\\
&=2\tau-2na^2-2nu^2+(a^2+u^2)n\\
&=2\tau-n(a^2+u^2).
\end{aligned}
\]

Because \(na^2/2=n'^2/(8n)\) and \(nu^2/2=j^2/(2n)\), this rearranges to

\[
D=\frac{n'^2}{8n}+\frac12\sum_i|\psi_i'-(a+iu)\psi_i|^2 .
\]

The last sum is nonnegative. It measures how far the orbitals are from sharing one logarithmic derivative, and for a single orbital away from its nodes it is zero.

## Two orbitals with numbers

Take \(\psi_1=1+2ix\) and \(\psi_2=1+2x\) near \(x=0\), in atomic units; only local values enter, so normalisation plays no role. At \(x=0\), \(n=2\), \(j=2\), \(n'=4\) and \(\tau=4\). Hence \(D=4-1=3\), while \(n'^2/(8n)=1\). With \(a=u=1\) the remainder is \(\tfrac12(|-1+i|^2+|1-i|^2)=2\), as required.

Now apply \(\chi=3x\). The derivatives at \(0\) become \(5i\) and \(2+3i\), so \(j=8\), \(\tau=19\) and \(D=19-16=3\) again.

## What the Lean statements say

The family `ψ : ι → ℝ → ℂ` is indexed by a finite type `ι`. Each orbital in it has occupation one, and neither orthogonality nor normalisation is assumed. `normSq` is \(|z|^2\), and `I` is the imaginary unit. The definitions `density`, `current`, `kinetic` and `velocity` are \(n\), \(j\), \(\tau\) and \(j/n\); `intrinsic` is this file's name for \(D\), and `weizsacker` is \(n'^2/(8n)\), with \(n'\) the actual derivative of the density. `rephase χ ψ` applies the common phase.

The theorem `gauge_invariance_and_bound` assumes differentiability at `x` only, together with `0 < density ψ x`. It states the shift of \(j\), the shift of \(j/n\) by \(\chi'\), the invariance of \(D\), and the bound. `spread_identity` gives the exact remainder, and `single_orbital` gives equality for one orbital where it is nonzero.

Here `current` is the paramagnetic current, without a vector-potential term. The step left to the reader is from the line to three-dimensional space, where \(j\) and \(n'\) become vectors. In meta-GGA functionals, \(D\) can replace \(\tau\) in an iso-orbital indicator for current-carrying states; what is shown here supports that for finitely many orbitals in one dimension.

```lean
import Mathlib

open Complex ComplexConjugate

namespace IsoOrbitalGauge

noncomputable section

variable {ι : Type*} [Fintype ι]

/-- The particle density `n = ∑ |ψ i|²`. -/
def density (ψ : ι → ℝ → ℂ) (x : ℝ) : ℝ := ∑ i, normSq (ψ i x)

/-- The paramagnetic current density `j = ∑ Im (ψ i* ψ i')`. -/
def current (ψ : ι → ℝ → ℂ) (x : ℝ) : ℝ :=
  ∑ i, (conj (ψ i x) * deriv (ψ i) x).im

/-- The kinetic energy density `τ = ½ ∑ |ψ i'|²`, in atomic units. -/
def kinetic (ψ : ι → ℝ → ℂ) (x : ℝ) : ℝ :=
  (1 / 2) * ∑ i, normSq (deriv (ψ i) x)

/-- The velocity field `j / n`, for nonzero density. -/
def velocity (ψ : ι → ℝ → ℂ) (x : ℝ) : ℝ := current ψ x / density ψ x

/-- The current-corrected kinetic energy density `τ - j² / (2n)`, for nonzero density. -/
def intrinsic (ψ : ι → ℝ → ℂ) (x : ℝ) : ℝ :=
  kinetic ψ x - current ψ x ^ 2 / (2 * density ψ x)

/-- The von Weizsäcker kinetic energy density `n'² / (8n)`, for nonzero density. -/
def weizsacker (ψ : ι → ℝ → ℂ) (x : ℝ) : ℝ :=
  deriv (density ψ) x ^ 2 / (8 * density ψ x)

/-- Multiplication of every orbital by the same local phase `exp (i χ(x))`. -/
def rephase (χ : ℝ → ℝ) (ψ : ι → ℝ → ℂ) : ι → ℝ → ℂ :=
  fun i y => cexp (χ y * I) * ψ i y

variable {χ : ℝ → ℝ} {ψ : ι → ℝ → ℂ} {x : ℝ}

/-- A phase factor with real phase has unit modulus squared. -/
theorem normSq_phase (t : ℝ) : normSq (cexp (t * I)) = 1 := by
  rw [normSq_eq_norm_sq, norm_exp_ofReal_mul_I]
  norm_num

omit [Fintype ι] in
/-- For differentiable phase and orbital, the rephased orbital has derivative
`exp (i χ) (ψ' + i χ' ψ)`. -/
theorem deriv_rephase (hχ : DifferentiableAt ℝ χ x) (i : ι)
    (hψ : DifferentiableAt ℝ (ψ i) x) : deriv (rephase χ ψ i) x =
      cexp (χ x * I) * (deriv (ψ i) x + deriv χ x * I * ψ i x) := by
  have h1 : HasDerivAt (fun y => (χ y : ℂ)) ((deriv χ x : ℝ) : ℂ) x :=
    hχ.hasDerivAt.ofReal_comp
  have h2 : HasDerivAt (rephase χ ψ i) _ x := (h1.mul_const I).cexp.fun_mul hψ.hasDerivAt
  rw [h2.deriv]
  ring

/-- The density is unchanged by a local phase. -/
theorem density_rephase : density (rephase χ ψ) x = density ψ x := by
  refine Finset.sum_congr rfl fun i _ => ?_
  rw [rephase, normSq_mul, normSq_phase, one_mul]

/-- For differentiable phase and orbitals, a local phase sends `j` to `j + χ' n`. -/
theorem current_rephase (hχ : DifferentiableAt ℝ χ x) (hψ : ∀ i, DifferentiableAt ℝ (ψ i) x) :
    current (rephase χ ψ) x = current ψ x + deriv χ x * density ψ x := by
  unfold current density
  rw [Finset.mul_sum, ← Finset.sum_add_distrib]
  refine Finset.sum_congr rfl fun i _ => ?_
  have he : conj (cexp (χ x * I)) * cexp (χ x * I) = 1 := by
    rw [← normSq_eq_conj_mul_self, normSq_phase, ofReal_one]
  rw [deriv_rephase hχ i (hψ i), rephase, map_mul, mul_mul_mul_comm, he, one_mul]
  simp [normSq_apply]
  ring

/-- For differentiable phase and orbitals, a local phase sends `τ` to
`τ + χ' j + χ'² n / 2`. -/
theorem kinetic_rephase (hχ : DifferentiableAt ℝ χ x) (hψ : ∀ i, DifferentiableAt ℝ (ψ i) x) :
    kinetic (rephase χ ψ) x =
      kinetic ψ x + deriv χ x * current ψ x + deriv χ x ^ 2 * density ψ x / 2 := by
  have h : ∀ i, normSq (deriv (rephase χ ψ i) x) = normSq (deriv (ψ i) x)
      + 2 * deriv χ x * (conj (ψ i x) * deriv (ψ i) x).im
      + deriv χ x ^ 2 * normSq (ψ i x) := by
    intro i
    rw [deriv_rephase hχ i (hψ i), normSq_mul, normSq_phase, one_mul]
    simp [normSq_apply]
    ring
  simp only [kinetic, current, density, h, Finset.sum_add_distrib, ← Finset.mul_sum]
  ring

/-- For differentiable orbitals the density has derivative `n' = 2 ∑ Re (ψ i* ψ i')`. -/
theorem hasDerivAt_density (hψ : ∀ i, DifferentiableAt ℝ (ψ i) x) :
    HasDerivAt (density ψ) (2 * ∑ i, (conj (ψ i x) * deriv (ψ i) x).re) x := by
  have h : ∀ i, HasDerivAt (fun y => normSq (ψ i y))
      (2 * (conj (ψ i x) * deriv (ψ i) x).re) x := by
    intro i
    have hre : HasDerivAt (fun y => (ψ i y).re) (deriv (ψ i) x).re x :=
      reCLM.hasFDerivAt.comp_hasDerivAt x (hψ i).hasDerivAt
    have him : HasDerivAt (fun y => (ψ i y).im) (deriv (ψ i) x).im x :=
      imCLM.hasFDerivAt.comp_hasDerivAt x (hψ i).hasDerivAt
    simp only [normSq_apply]
    refine ((hre.fun_mul hre).fun_add (him.fun_mul him)).congr_deriv ?_
    simp
    ring
  rw [Finset.mul_sum]
  exact HasDerivAt.fun_sum (fun i _ => h i)

/-- For differentiable orbitals with `n > 0`, `n' = 2 n a` and `j = n u`, the velocity is `u`, and
`τ - j² / (2n)` exceeds `n'² / (8n)` by `½ ∑ |ψ i' - (a + i u) ψ i|²`. -/
theorem spread_identity (hψ : ∀ i, DifferentiableAt ℝ (ψ i) x) (hn : 0 < density ψ x)
    {a u : ℝ} (hd : deriv (density ψ) x = 2 * density ψ x * a)
    (hj : current ψ x = density ψ x * u) :
    velocity ψ x = u ∧ intrinsic ψ x = weizsacker ψ x
      + (1 / 2) * ∑ i, normSq (deriv (ψ i) x - (a + u * I) * ψ i x) := by
  have h : ∀ i, normSq (deriv (ψ i) x - (a + u * I) * ψ i x) = normSq (deriv (ψ i) x)
      - 2 * a * (conj (ψ i x) * deriv (ψ i) x).re
      - 2 * u * (conj (ψ i x) * deriv (ψ i) x).im
      + (a ^ 2 + u ^ 2) * normSq (ψ i x) := by
    intro i
    simp [normSq_apply]
    ring
  -- expand the squares and insert the mean logarithmic derivative
  have key : 2 * kinetic ψ x = density ψ x * (a ^ 2 + u ^ 2)
      + ∑ i, normSq (deriv (ψ i) x - (a + u * I) * ψ i x) := by
    rw [(hasDerivAt_density hψ).deriv] at hd
    simp only [h, Finset.sum_add_distrib, Finset.sum_sub_distrib, ← Finset.mul_sum]
    simp only [kinetic, current, density] at hd hj ⊢
    linear_combination a * hd + 2 * u * hj
  have e1 : (density ψ x * u) ^ 2 / (2 * density ψ x) = density ψ x * u ^ 2 / 2 := by
    rw [div_eq_iff (by positivity)]
    ring
  have e2 : (2 * density ψ x * a) ^ 2 / (8 * density ψ x) = density ψ x * a ^ 2 / 2 := by
    rw [div_eq_iff (by positivity)]
    ring
  refine ⟨by rw [velocity, hj, mul_div_cancel_left₀ _ hn.ne'], ?_⟩
  rw [intrinsic, weizsacker, hd, hj, e1, e2]
  linarith

/-- For differentiable phase and orbitals with `n > 0`, a local phase shifts `j` by `χ' n` and the
velocity by `χ'`, and leaves `τ - j² / (2n)` invariant, which is at least `n'² / (8n)`. -/
theorem gauge_invariance_and_bound (hχ : DifferentiableAt ℝ χ x)
    (hψ : ∀ i, DifferentiableAt ℝ (ψ i) x) (hn : 0 < density ψ x) :
    current (rephase χ ψ) x = current ψ x + deriv χ x * density ψ x ∧
    velocity (rephase χ ψ) x = velocity ψ x + deriv χ x ∧
    intrinsic (rephase χ ψ) x = intrinsic ψ x ∧ weizsacker ψ x ≤ intrinsic ψ x := by
  have hn' : density ψ x ≠ 0 := hn.ne'
  refine ⟨current_rephase hχ hψ, ?_, ?_, ?_⟩
  · unfold velocity
    rw [current_rephase hχ hψ, density_rephase]
    field_simp
  · unfold intrinsic
    rw [kinetic_rephase hχ hψ, current_rephase hχ hψ, density_rephase]
    field_simp
    ring
  · obtain ⟨a, ha⟩ : ∃ a, deriv (density ψ) x = 2 * density ψ x * a :=
      ⟨deriv (density ψ) x / (2 * density ψ x), by field_simp⟩
    obtain ⟨u, hu⟩ : ∃ u, current ψ x = density ψ x * u :=
      ⟨current ψ x / density ψ x, by field_simp⟩
    have hR : 0 ≤ ∑ i, normSq (deriv (ψ i) x - (a + u * I) * ψ i x) :=
      Finset.sum_nonneg fun i _ => normSq_nonneg _
    linarith [(spread_identity hψ hn ha hu).2]

/-- A single differentiable orbital satisfies `τ - j² / (2n) = n'² / (8n)` wherever it is
nonzero. -/
theorem single_orbital {φ : ℝ → ℂ} (hφ : DifferentiableAt ℝ φ x) (h0 : φ x ≠ 0) :
    intrinsic (fun _ : Fin 1 => φ) x = weizsacker (fun _ : Fin 1 => φ) x := by
  have hs : normSq (φ x) ≠ 0 := fun h => h0 (normSq_eq_zero.1 h)
  have hd := (hasDerivAt_density (ψ := fun _ : Fin 1 => φ) (fun _ => hφ)).deriv
  rw [intrinsic, weizsacker, hd]
  simp only [kinetic, current, density, Fin.sum_univ_one]
  -- for one orbital, `|φ* φ'|² = |φ|² |φ'|²`
  have hm : (conj (φ x) * deriv φ x).re ^ 2 + (conj (φ x) * deriv φ x).im ^ 2
      = normSq (φ x) * normSq (deriv φ x) := by
    simp [normSq_apply]
    ring
  field_simp
  linarith [hm]

end

end IsoOrbitalGauge
```

```lean
#print axioms IsoOrbitalGauge.gauge_invariance_and_bound
#print axioms IsoOrbitalGauge.single_orbital
```

```
'IsoOrbitalGauge.gauge_invariance_and_bound' depends on axioms: [propext, Classical.choice, Quot.sound]
'IsoOrbitalGauge.single_orbital' depends on axioms: [propext, Classical.choice, Quot.sound]
```

## From the product rule to the sum of squares

`normSq_phase` says that the phase has unit modulus, and `deriv_rephase` is the product rule above. From these, `density_rephase`, `current_rephase` and `kinetic_rephase` obtain the three transformation laws orbital by orbital. The density uses only the unit modulus; for the current and the kinetic energy density, `simp [normSq_apply]` splits complex numbers into real and imaginary parts, and `ring` compares the results.

`hasDerivAt_density` differentiates \((\mathrm{Re}\,\psi_i)^2+(\mathrm{Im}\,\psi_i)^2\) and sums. In `spread_identity`, the inner statement `h` expands one square and `key` sums the expansions; `e1` and `e2` then turn the quotients into \(nu^2/2\) and \(na^2/2\).

The main theorem clears denominators with `field_simp` for the velocity and for \(D\). For the bound it chooses \(a\) and \(u\) as above and uses that the remainder is nonnegative. `single_orbital` takes a direct route through \(\mathrm{Re}(\varphi^*\varphi')^2+\mathrm{Im}(\varphi^*\varphi')^2=|\varphi|^2|\varphi'|^2\).

## How `linear_combination` completes the square

The central step in `key` is `linear_combination a * hd + 2 * u * hj`. At that point `hd` reads \(2\sum_i\mathrm{Re}(\psi_i^*\psi_i')=2na\), and `hj` reads \(\sum_i\mathrm{Im}(\psi_i^*\psi_i')=nu\). The tactic multiplies these equations by the given coefficients, adds them, and asks `ring` to confirm that the goal differs from the result only by algebra. The coefficients \(a\) and \(2u\) are those that replace the two cross terms in the summed squares, \(-2a\sum_i\mathrm{Re}(\psi_i^*\psi_i')\) and \(-2u\sum_i\mathrm{Im}(\psi_i^*\psi_i')\), by \(-2na^2\) and \(-2nu^2\).
